# Sum rule for squared Coriolis constants over a complete orthonormal set of 3N displacement vectors

The theorem `sum_sq_coriolis_complete` concerns a finite set of N atoms, 3N real mass-weighted displacement vectors `l m` that are orthonormal under `dot`, and a unit axis `n`. The Coriolis coupling of two displacements a and b is the component along `n` of ∑ᵢ aᵢ × bᵢ, and the claim is that ∑ₘ `coriolis n (l k) (l m)`² = 1 − ∑ᵢ (n · (`l k i`))², where m runs over all 3N vectors. The attempt collects the components in a square matrix `M`, derives `Mᵀ * M = 1` from `M * Mᵀ = 1`, and identifies the couplings with the entries of `M *ᵥ u`, where `u` is the rotated displacement `rot n (l k)` flattened to one index. It then relates `u ⬝ᵥ u` to `dot (rot n (l k)) (rot n (l k))` in the step `h5` and evaluates the latter with `dot_rot_rot`.

Lean 4 with Mathlib refuses this proof:

```lean
import Mathlib

open Matrix Finset

namespace CoriolisConstants

noncomputable section

variable {ι K : Type*} [Fintype ι]

/-- Scalar product of two mass-weighted displacements of all atoms. -/
def dot (a b : ι → Fin 3 → ℝ) : ℝ := ∑ i, a i ⬝ᵥ b i

/-- The mode vectors `l k` are orthonormal in the space of displacements of all atoms. -/
def OrthonormalModes [DecidableEq K] (l : K → ι → Fin 3 → ℝ) : Prop :=
  ∀ k m, dot (l k) (l m) = if k = m then 1 else 0

/-- Coriolis coupling of two displacements about the axis `n`: the component along `n`
of the sum over atoms of `a i × b i`. -/
def coriolis (n : Fin 3 → ℝ) (a b : ι → Fin 3 → ℝ) : ℝ := n ⬝ᵥ ∑ i, a i ⨯₃ b i

/-- Infinitesimal rotation about `n` applied to the displacement of every atom. -/
def rot (n : Fin 3 → ℝ) (a : ι → Fin 3 → ℝ) : ι → Fin 3 → ℝ := fun i => n ⨯₃ a i

/-- The Coriolis coupling is the overlap of the rotated first displacement with the second. -/
theorem coriolis_eq_dot (n : Fin 3 → ℝ) (a b : ι → Fin 3 → ℝ) :
    coriolis n a b = dot (rot n a) b := by
  unfold coriolis dot rot
  rw [dotProduct_sum]
  refine Finset.sum_congr rfl fun i _ => ?_
  -- cyclic rule: n · (a × b) = a · (b × n) = b · (n × a)
  calc n ⬝ᵥ (a i ⨯₃ b i) = a i ⬝ᵥ (b i ⨯₃ n) := triple_product_permutation _ _ _
    _ = b i ⬝ᵥ (n ⨯₃ a i) := triple_product_permutation _ _ _
    _ = (n ⨯₃ a i) ⬝ᵥ b i := dotProduct_comm _ _

/-- The squared length of the rotated displacement is `|n|² |a|²` minus the sum over atoms
of the squared components along `n`. -/
theorem dot_rot_rot (n : Fin 3 → ℝ) (a : ι → Fin 3 → ℝ) :
    dot (rot n a) (rot n a) = (n ⬝ᵥ n) * dot a a - ∑ i, (n ⬝ᵥ a i) ^ 2 := by
  unfold dot rot
  rw [Finset.mul_sum, ← Finset.sum_sub_distrib]
  refine Finset.sum_congr rfl fun i _ => ?_
  rw [cross_dot_cross, dotProduct_comm (a i) n]
  ring

/-- For a set of 3N orthonormal vectors and a unit axis, the squared Coriolis constants of
vector `k` add up exactly to one minus its summed squared components along the axis. -/
theorem sum_sq_coriolis_complete [DecidableEq ι] {l : ι × Fin 3 → ι → Fin 3 → ℝ}
    (hl : OrthonormalModes l) {n : Fin 3 → ℝ} (hn : n ⬝ᵥ n = 1) (k : ι × Fin 3) :
    ∑ m, coriolis n (l k) (l m) ^ 2 = 1 - ∑ i, (n ⬝ᵥ l k i) ^ 2 := by
  have flat : ∀ a b : ι → Fin 3 → ℝ,
      dot a b = ∑ p : ι × Fin 3, a p.1 p.2 * b p.1 p.2 := fun a b => by
    simp only [dot, dotProduct, Fintype.sum_prod_type]
  let M : Matrix (ι × Fin 3) (ι × Fin 3) ℝ := Matrix.of fun m p => l m p.1 p.2
  have h1 : M * Mᵀ = 1 := by
    ext a b
    rw [Matrix.mul_apply, Matrix.one_apply, ← hl a b, flat]
    rfl
  -- the matrix of mode components is square, so orthonormality gives completeness
  have h2 : Mᵀ * M = 1 := mul_eq_one_comm.1 h1
  let u : ι × Fin 3 → ℝ := fun p => rot n (l k) p.1 p.2
  have h3 : (M *ᵥ u) ⬝ᵥ (M *ᵥ u) = u ⬝ᵥ u := by
    rw [Matrix.dotProduct_mulVec, ← Matrix.vecMul_transpose M u, Matrix.vecMul_vecMul, h2,
      Matrix.vecMul_one]
  have h4 : ∀ m, coriolis n (l k) (l m) = (M *ᵥ u) m := fun m => by
    rw [coriolis_eq_dot, flat]
    exact Finset.sum_congr rfl fun p _ => mul_comm _ _
  have h5 : u ⬝ᵥ u = dot (rot n (l k)) (rot n (l k)) := (flat _ _).symm
  rw [dot_rot_rot, hn, hl k k, if_pos rfl, one_mul] at h5
  rw [← h5, ← h3]
  exact Finset.sum_congr rfl fun m _ => by rw [h4, sq]

end

end CoriolisConstants
```

Messages:

```
Main.lean:68:56: error: Type mismatch
  Eq.symm (flat ?m.318 ?m.319)
has type
  ∑ p, ?m.318 p.1 p.2 * ?m.319 p.1 p.2 = dot ?m.318 ?m.319
but is expected to have type
  u ⬝ᵥ u = dot (rot n (l k)) (rot n (l k))
```

Fix (accepted with no message):

```diff
@@ -66,5 +66,7 @@
     rw [coriolis_eq_dot, flat]
     exact Finset.sum_congr rfl fun p _ => mul_comm _ _
-  have h5 : u ⬝ᵥ u = dot (rot n (l k)) (rot n (l k)) := (flat _ _).symm
+  have h5 : u ⬝ᵥ u = dot (rot n (l k)) (rot n (l k)) := by
+    rw [flat (rot n (l k)) (rot n (l k))]
+    rfl
   rw [dot_rot_rot, hn, hl k k, if_pos rfl, one_mul] at h5
   rw [← h5, ← h3]
```

The message comes from `h5`. Lean could not unify the type of `(flat _ _).symm` with the stated equation, and both placeholders are printed as unassigned, `?m.318` and `?m.319`. The statement of `h5` is an instance of `flat` up to unfolding, so the obstacle lies in inferring the arguments. On the left side, once `dotProduct` is unfolded, `?m.318 p.1 p.2` under the sum must be matched with `u p`. There the metavariable is applied to projections of the bound variable rather than to distinct bound variables, so this is not a higher-order pattern that Lean solves by direct assignment. The right side, `dot ?m.318 ?m.319`, would have fixed both arguments, but the unification of the whole equation failed.

The repair gives both arguments explicitly, so nothing is left to infer. The step `rw [flat (rot n (l k)) (rot n (l k))]` turns the right side into `∑ p, rot n (l k) p.1 p.2 * rot n (l k) p.1 p.2`. The remaining goal holds by unfolding `dotProduct` and the local definition `u`, which `rfl` does.
